# An absolutely convergent sum of plane waves on a ring that vanishes everywhere has only zero amplitudes

Take plane waves exp(2πinx) on a ring of unit length, one for each integer n, with complex amplitudes b(n). The lemma says that if their sum converges to zero at every real x, then every amplitude is zero. Convergence here is unconditional, which for complex numbers is the same as absolute, and the amplitudes need not be normalised. The proof multiplies the series by exp(−2πimx) and integrates over one period term by term, which dominated convergence allows because the sum of |b(n)| is finite. Only the term n = m survives the integration, so b(m) must equal the integral of zero.

The failing Lean file:

```lean
import Mathlib

open Complex (I)
open scoped Real

namespace LandauTorusCoefficients

noncomputable section

/-- A Fourier series that converges absolutely, with sum zero, at every real point has only zero
coefficients. -/
theorem fourier_coeff_eq_zero {b : ℤ → ℂ}
    (h : ∀ x : ℝ, HasSum (fun n : ℤ => b n * Complex.exp (2 * π * I * n * x)) 0) (m : ℤ) :
    b m = 0 := by
  have hb : Summable fun n => ‖b n‖ := by simpa using (h 0).summable.norm
  -- project on the m-th plane wave and integrate term by term
  have hs : HasSum (fun n : ℤ => ∫ x in (0 : ℝ)..1, b n * Complex.exp (2 * π * I * (n - m) * x))
      (∫ _x in (0 : ℝ)..1, (0 : ℂ)) := by
    refine intervalIntegral.hasSum_integral_of_dominated_convergence
      (fun n _ => ‖b n‖) ?_ ?_ ?_ ?_ ?_
    · intro n
      have hcont : Continuous fun x : ℝ => b n * Complex.exp (2 * π * I * (n - m) * x) := by
        fun_prop
      exact hcont.aestronglyMeasurable
    · intro n
      refine Filter.Eventually.of_forall fun x _ => ?_
      have e : ‖b n * Complex.exp (2 * π * I * (n - m) * x)‖ = ‖b n‖ := by
        have e1 : (2 * π * I * (n - m) * x : ℂ) = ((2 * π * (n - m) * x : ℝ) : ℂ) * I := by
          push_cast
          ring
        rw [norm_mul, e1, Complex.norm_exp_ofReal_mul_I, mul_one]
      exact e.le
    · exact Filter.Eventually.of_forall fun _ _ => hb
    · exact continuous_const.intervalIntegrable _ _
    · refine Filter.Eventually.of_forall fun x _ => ?_
      have h1 := (h x).mul_right (Complex.exp (-(2 * π * I * m * x)))
      rw [zero_mul] at h1
      have e : (fun n : ℤ => b n * Complex.exp (2 * π * I * (n - m) * x)) = fun n : ℤ =>
          b n * Complex.exp (2 * π * I * n * x) * Complex.exp (-(2 * π * I * m * x)) := by
        funext n
        rw [mul_assoc, ← Complex.exp_add]
        congr 2
        ring
      rw [← e] at h1
      exact h1
  have h1 := hasSum_single
    (f := fun n : ℤ => ∫ x in (0 : ℝ)..1, b n * Complex.exp (2 * π * I * (n - m) * x)) m (by
      intro n hn
      have hne : (2 * π * I * (n - m) : ℂ) ≠ 0 :=
        mul_ne_zero Complex.two_pi_I_ne_zero (sub_ne_zero.2 (by exact_mod_cast hn))
      have e1 : Complex.exp (2 * π * I * (n - m)) = 1 :=
        Complex.exp_eq_one_iff.2 ⟨n - m, by push_cast; ring⟩
      show ∫ x in (0 : ℝ)..1, b n * Complex.exp (2 * π * I * (n - m) * x) = 0
      rw [intervalIntegral.integral_const_mul, integral_exp_mul_complex hne,
        Complex.ofReal_one, Complex.ofReal_zero, mul_one, mul_zero, e1, Complex.exp_zero,
        sub_self, zero_div, mul_zero])
  have h2 := h1.unique hs
  simpa using h2

end

end LandauTorusCoefficients
```

The error:

```
Main.lean:41:23: error: Tactic `rewrite` failed: Did not find an occurrence of the pattern
  Complex.exp ?x * Complex.exp ?y
in the target expression
  b n * Complex.exp (2 * ↑π * I * ((↑n - ↑m) * ↑x)) =
    b n * Complex.exp (2 * ↑π * I * ↑n * ↑x) * Complex.exp (-(2 * ↑π * I * ↑m * ↑x))

b : ℤ → ℂ
h : ∀ (x : ℝ), HasSum (fun n => b n * Complex.exp (2 * ↑π * I * ↑n * ↑x)) 0
m : ℤ
hb : Summable fun n => ‖b n‖
x : ℝ
x✝ : x ∈ Set.uIoc 0 1
h1 : HasSum (fun i => b i * Complex.exp (2 * ↑π * I * ↑i * ↑x) * Complex.exp (-(2 * ↑π * I * ↑m * ↑x))) 0
n : ℤ
⊢ b n * Complex.exp (2 * ↑π * I * ((↑n - ↑m) * ↑x)) =
    b n * Complex.exp (2 * ↑π * I * ↑n * ↑x) * Complex.exp (-(2 * ↑π * I * ↑m * ↑x))
```

The error arises where the proof checks that multiplying the n-th term by exp(−2πimx) shifts its frequency from n to n − m. The step `rw [mul_assoc, ← Complex.exp_add]` was meant to regroup the right-hand side so that its two exponentials stood together, and then to merge them.

With no arguments, `mul_assoc` fits any product of the form `a * b * c`, and `rw` settles on one instance. Here it settled on the exponent on the left, as the printed goal shows: that exponent now ends in `((↑n - ↑m) * ↑x)`. The right-hand side was still grouped as `(b n * exp …) * exp …`, so no product of two exponentials stood there as a term, and `← Complex.exp_add` found nothing to rewrite.

The repair writes `mul_assoc (b n)`, which requires the first factor to be `b n`. Only the right-hand side has that form, and it becomes `b n * (exp … * exp …)`. The exponentials can then be merged, and the unchanged `congr 2` and `ring` finish the identity.

After these edits no error is left:

```diff
@@ -39,5 +39,5 @@
           b n * Complex.exp (2 * π * I * n * x) * Complex.exp (-(2 * π * I * m * x)) := by
         funext n
-        rw [mul_assoc, ← Complex.exp_add]
+        rw [mul_assoc (b n), ← Complex.exp_add]
         congr 2
         ring
```
